# At short spacelike distance the massive scalar propagator has the massless leading behaviour: $r^2G\to 1/(4\pi^2)$

## Where does the mass go when two points come close?

In four spacetime dimensions, a free scalar field of mass $m$ has vacuum correlations between points at spacelike distance $r$, and they die off once $r$ exceeds the Compton wavelength $1/m$ (I set $\hbar=c=1$). Well inside that length I expect the mass not to matter, so that the propagator looks like the massless one, $1/(4\pi^2r^2)$. The massive propagator that I have is

$$G=\frac{m}{4\pi^2 r}\int_0^\infty e^{-mr\sqrt{1+u^2}}\,du .$$

Its prefactor is proportional to $m$ and has only one power of $1/r$. If I set $r=0$ in the exponent, the integrand becomes $1$ and the integral diverges. How does the mass cancel, where does the second power of $1/r$ come from, and how far off is the massless formula at a small but finite $r$?

## The integral itself grows like $1/(mr)$

The divergence that you found supplies both missing factors. For small $mr$ the integrand stays near $1$ until $u$ is of order $1/(mr)$, so the integral is about $1/(mr)$. Two elementary inequalities turn this estimate into bounds at every distance.

Write $x=mr$ and $I(x)=\int_0^\infty e^{-x\sqrt{1+u^2}}\,du$. Then

$$4\pi^2r^2\,G = mr\,I(mr)=x\,I(x).$$

For $u\ge 0$ we have $u^2\le 1+u^2\le(1+u)^2$, hence $u\le\sqrt{1+u^2}\le 1+u$. Multiplying by $-x<0$ reverses the order, and exponentiating gives

$$e^{-x}e^{-xu}\;\le\; e^{-x\sqrt{1+u^2}}\;\le\; e^{-xu}.$$

The right-hand inequality shows that $I(x)$ converges. Since $\int_0^\infty e^{-xu}\,du=1/x$, integrating all three terms gives $e^{-x}/x\le I(x)\le 1/x$, that is, $e^{-x}\le x\,I(x)\le 1$. In terms of the propagator,

$$\frac{e^{-mr}}{4\pi^2r^2}\;\le\; G\;\le\;\frac{1}{4\pi^2r^2}.$$

Multiply by $r^2$ and let $r\to0$ from above at fixed $m$. The left side tends to $1/(4\pi^2)$ and the right side equals it, so $r^2G\to1/(4\pi^2)$. At finite $r$, the massless formula overestimates $G$ by at most the fraction $1-e^{-mr}\le mr$ of the massless value. This is a safe bound and not an estimate: for small $mr$ the true fraction is smaller, of order $(mr)^2\ln(1/(mr))$, which the two inequalities are too coarse to show.

The formula for $G$ can also be tied to the modes of the field. A mode of momentum $k$ has energy $\omega=\sqrt{k^2+m^2}$, and the sum over modes with damping $e^{-r\omega}$ is

$$M=\frac{1}{4\pi^2}\int_0^\infty\frac{k^2}{\omega}\,e^{-r\omega}\,dk .$$

To show that $M=G$, differentiate $f(u)=u\,e^{-x\sqrt{1+u^2}}$:

$$f'(u)=e^{-x\sqrt{1+u^2}}-x\,\frac{u^2}{\sqrt{1+u^2}}\,e^{-x\sqrt{1+u^2}} .$$

Here $f(0)=0$. From $e^t\ge 1+t$ with $t=xu/2$ we get $u\le\frac{2}{x}e^{xu/2}$, so $0\le f(u)\le\frac2x e^{-xu/2}$ for $u\ge0$, and $f$ vanishes at infinity. The second term of $f'$ is integrable, because $u^2/\sqrt{1+u^2}\le u$ puts it under the same exponential up to the factor $x$. Integrating $f'$ from $0$ to $\infty$ therefore gives

$$I(x)=x\,J,\qquad J=\int_0^\infty\frac{u^2}{\sqrt{1+u^2}}\,e^{-x\sqrt{1+u^2}}\,du .$$

Now substitute $k=mu$ in $M$. Then $\omega=m\sqrt{1+u^2}$ and $\frac{k^2}{\omega}\,dk=m^2\frac{u^2}{\sqrt{1+u^2}}\,du$, so

$$M=\frac{m^2}{4\pi^2}J=\frac{m^2}{4\pi^2}\,\frac{I(mr)}{mr}=\frac{m}{4\pi^2r}\,I(mr)=G .$$

One step of physics lies between $M$ and your two points. The factor $e^{-r\omega}$ belongs to a separation $r$ in imaginary time, whereas a separation in space gives oscillating factors $e^{i\mathbf k\cdot\mathbf x}$. The two correlations agree by the rotation invariance of the Euclidean theory, which is taken here as input.

For tree-level QED, the bounds apply to the scalar factor of a free photon propagator in Feynman gauge, at spacelike distance, when the photon is given a small mass $m$ as an infrared regulator. They limit how much the regulator changes that factor at distance $r$.

The Lean code below states these results for real numbers `m` and `r`. The function `besselIntegral x` is $I(x)$, an integral over the open half-line `Ioi 0`; textbooks call it $K_1(x)$, a modified Bessel function, and usually write it with $u=\sinh t$. The function `propagator m r` is $G$, without the factor of $i$ that some conventions attach to a propagator, and `modeSum m r` is $M$. The angular integration over momentum directions has already been done in `modeSum`, which leaves the radial measure $k^2/\omega$ and the prefactor $1/(4\pi^2)$.

The three physical statements are these:

- `modeSum_eq_propagator` says that $M=G$ for all $m,r>0$.
- `propagator_bounds` gives the lower and the upper bound on $G$ for all $m,r>0$.
- `short_distance` says that, for each fixed $m>0$, the function $r\mapsto r^2G$ tends to $1/(4\pi^2)$ as $r$ tends to zero from above.

The hypothesis `0 < m` stands for a massive particle, and `0 < r` for a nonzero spacelike separation. The massless propagator enters only as the explicit expression $1/(4\pi^2r^2)$. Interactions, timelike and lightlike separations, and the spin structure of the electron or photon do not appear.

The direction of the limit needs care in the formal statement. The filter `𝓝[>] 0` means that $r$ approaches zero through positive values. With the two-sided `𝓝[≠] 0` the theorem would be false: for $r<0$ the integral diverges, Lean gives it the value $0$, and $r^2G$ would be $0$ all along the negative side.

```lean
import Mathlib

open MeasureTheory Filter Set
open scoped Real Topology

namespace MassivePropagator

noncomputable section

/-- The dimensionless integral `∫₀^∞ exp(-x √(1+u²)) du`, for `x > 0`. -/
def besselIntegral (x : ℝ) : ℝ :=
  ∫ u in Ioi (0 : ℝ), Real.exp (-x * √(1 + u ^ 2))

/-- The propagator of a scalar field of mass `m > 0` at spacelike distance `r > 0`. -/
def propagator (m r : ℝ) : ℝ :=
  m / (4 * π ^ 2 * r) * besselIntegral (m * r)

/-- The sum over on-shell modes of momentum `k` and energy `ω = √(k²+m²)`, with radial
measure `k²/ω` and damping `exp(-rω)`, for `m > 0` and `r > 0`. -/
def modeSum (m r : ℝ) : ℝ :=
  1 / (4 * π ^ 2) * ∫ k in Ioi (0 : ℝ),
    k ^ 2 / √(k ^ 2 + m ^ 2) * Real.exp (-r * √(k ^ 2 + m ^ 2))

/-- In units of the mass, the energy `√(1+u²)` is at least the momentum `u`. -/
lemma le_energy (u : ℝ) : u ≤ √(1 + u ^ 2) :=
  (le_abs_self u).trans (Real.abs_le_sqrt (by linarith))

/-- The integral that defines the propagator converges for `x > 0`. -/
theorem integrable_bessel {x : ℝ} (hx : 0 < x) :
    IntegrableOn (fun u : ℝ => Real.exp (-x * √(1 + u ^ 2))) (Ioi 0) := by
  refine Integrable.mono' (exp_neg_integrableOn_Ioi 0 hx)
    (Continuous.aestronglyMeasurable (by fun_prop)) (ae_of_all _ fun u => ?_)
  rw [Real.norm_eq_abs, abs_of_pos (Real.exp_pos _)]
  exact Real.exp_le_exp.2 (by nlinarith [le_energy u])

/-- For `x > 0`, `x` times the dimensionless integral lies between `exp(-x)` and `1`. -/
theorem bessel_bounds {x : ℝ} (hx : 0 < x) :
    Real.exp (-x) ≤ x * besselIntegral x ∧ x * besselIntegral x ≤ 1 := by
  have hI := integrable_bessel hx
  have hE := exp_neg_integrableOn_Ioi 0 hx
  constructor
  · -- lower bound from √(1+u²) ≤ 1 + u
    have h : ∫ u in Ioi (0 : ℝ), Real.exp (-x) * Real.exp (-x * u) ≤ besselIntegral x := by
      refine setIntegral_mono_on (hE.const_mul _) hI measurableSet_Ioi fun u hu => ?_
      have hu' : 0 < u := hu
      have hs : √(1 + u ^ 2) ≤ 1 + u :=
        Real.sqrt_le_iff.mpr ⟨by linarith, by nlinarith⟩
      rw [← Real.exp_add]
      exact Real.exp_le_exp.2 (by nlinarith)
    rw [integral_const_mul, integral_exp_mul_Ioi (neg_lt_zero.2 hx), mul_zero,
      Real.exp_zero, neg_div_neg_eq, mul_one_div, div_le_iff₀ hx] at h
    linarith
  · -- upper bound from √(1+u²) ≥ u
    have h : besselIntegral x ≤ ∫ u in Ioi (0 : ℝ), Real.exp (-x * u) :=
      setIntegral_mono_on hI hE measurableSet_Ioi fun u _ =>
        Real.exp_le_exp.2 (by nlinarith [le_energy u])
    rw [integral_exp_mul_Ioi (neg_lt_zero.2 hx), mul_zero, Real.exp_zero,
      neg_div_neg_eq, le_div_iff₀ hx] at h
    linarith

/-- For `x > 0`, the function `u exp(-x √(1+u²))` is bounded by a decaying exponential. -/
lemma mul_exp_le {x u : ℝ} (hx : 0 < x) :
    u * Real.exp (-x * √(1 + u ^ 2)) ≤ 2 / x * Real.exp (-(x / 2) * u) := by
  have hA : u ≤ 2 / x * Real.exp (x / 2 * u) := by
    rw [div_mul_eq_mul_div, le_div_iff₀ hx]
    linarith [Real.add_one_le_exp (x / 2 * u)]
  calc u * Real.exp (-x * √(1 + u ^ 2))
      ≤ 2 / x * Real.exp (x / 2 * u) * Real.exp (-x * u) :=
        mul_le_mul hA (Real.exp_le_exp.2 (by nlinarith [le_energy u]))
          (Real.exp_pos _).le (by positivity)
    _ = 2 / x * Real.exp (-(x / 2) * u) := by
        rw [mul_assoc, ← Real.exp_add]
        congr 2
        ring

/-- Integration by parts, for `x > 0`: the integral weighted with `u²/√(1+u²)`, times `x`,
is the unweighted one. -/
theorem bessel_by_parts {x : ℝ} (hx : 0 < x) :
    x * ∫ u in Ioi (0 : ℝ), u ^ 2 / √(1 + u ^ 2) * Real.exp (-x * √(1 + u ^ 2)) =
      besselIntegral x := by
  have hJ : IntegrableOn
      (fun u : ℝ => u ^ 2 / √(1 + u ^ 2) * Real.exp (-x * √(1 + u ^ 2))) (Ioi 0) := by
    refine Integrable.mono' ((exp_neg_integrableOn_Ioi 0 (half_pos hx)).const_mul (2 / x))
      (Measurable.aestronglyMeasurable (by fun_prop))
      ((ae_restrict_iff' measurableSet_Ioi).mpr (ae_of_all _ fun u hu => ?_))
    have hu' : 0 < u := hu
    have hs : 0 < √(1 + u ^ 2) := Real.sqrt_pos.2 (by positivity)
    rw [Real.norm_eq_abs, abs_of_nonneg (by positivity)]
    refine le_trans (mul_le_mul_of_nonneg_right ?_ (Real.exp_pos _).le) (mul_exp_le hx)
    rw [div_le_iff₀ hs]
    nlinarith [le_energy u]
  have hd : ∀ u ∈ Ici (0 : ℝ), HasDerivAt (fun u : ℝ => u * Real.exp (-x * √(1 + u ^ 2)))
      (Real.exp (-x * √(1 + u ^ 2)) -
        x * (u ^ 2 / √(1 + u ^ 2) * Real.exp (-x * √(1 + u ^ 2)))) u := by
    intro u _
    have h0 : HasDerivAt (fun u : ℝ => 1 + u ^ 2) (2 * u) u := by
      simpa using (hasDerivAt_pow 2 u).const_add 1
    have hs : HasDerivAt (fun u : ℝ => √(1 + u ^ 2)) (u / √(1 + u ^ 2)) u :=
      (h0.sqrt (by positivity)).congr_deriv (mul_div_mul_left _ _ two_ne_zero)
    exact ((hasDerivAt_id' u).fun_mul (hs.const_mul (-x)).exp).congr_deriv (by ring)
  -- the boundary term vanishes at infinity
  have hlim : Tendsto (fun u : ℝ => u * Real.exp (-x * √(1 + u ^ 2))) atTop (𝓝 0) := by
    have h1 : Tendsto (fun u : ℝ => -(x / 2) * u) atTop atBot :=
      tendsto_id.const_mul_atTop_of_neg (by linarith)
    have h2 := (Real.tendsto_exp_atBot.comp h1).const_mul (2 / x)
    rw [mul_zero] at h2
    refine tendsto_of_tendsto_of_tendsto_of_le_of_le' tendsto_const_nhds h2 ?_
      (Eventually.of_forall fun u => mul_exp_le hx)
    filter_upwards [eventually_ge_atTop 0] with u hu
    positivity
  have h := integral_Ioi_of_hasDerivAt_of_tendsto' hd
    ((integrable_bessel hx).sub (hJ.const_mul x)) hlim
  rw [integral_sub (integrable_bessel hx) (hJ.const_mul x), integral_const_mul,
    zero_mul, sub_zero] at h
  unfold besselIntegral
  linarith

/-- For `m, r > 0` the propagator equals the sum over on-shell modes. -/
theorem modeSum_eq_propagator {m r : ℝ} (hm : 0 < m) (hr : 0 < r) :
    modeSum m r = propagator m r := by
  -- substitute k = m u
  have hsub := integral_comp_mul_left_Ioi
    (fun k : ℝ => k ^ 2 / √(k ^ 2 + m ^ 2) * Real.exp (-r * √(k ^ 2 + m ^ 2))) 0 hm
  have hpt : ∀ u : ℝ, (m * u) ^ 2 / √((m * u) ^ 2 + m ^ 2) *
      Real.exp (-r * √((m * u) ^ 2 + m ^ 2)) =
      m * (u ^ 2 / √(1 + u ^ 2) * Real.exp (-(m * r) * √(1 + u ^ 2))) := by
    intro u
    have hs : √((m * u) ^ 2 + m ^ 2) = m * √(1 + u ^ 2) := by
      rw [show (m * u) ^ 2 + m ^ 2 = m ^ 2 * (1 + u ^ 2) by ring,
        Real.sqrt_mul (sq_nonneg m), Real.sqrt_sq hm.le]
    have hp : 0 < √(1 + u ^ 2) := Real.sqrt_pos.2 (by positivity)
    rw [hs, show -r * (m * √(1 + u ^ 2)) = -(m * r) * √(1 + u ^ 2) by ring]
    field_simp
  simp only [hpt] at hsub
  rw [mul_zero, smul_eq_mul, integral_const_mul] at hsub
  have hI := (inv_mul_eq_iff_eq_mul₀ hm.ne').mp hsub.symm
  rw [modeSum, propagator, ← bessel_by_parts (mul_pos hm hr), hI]
  -- both sides now contain the same integral J
  generalize (∫ u in Ioi (0 : ℝ),
    u ^ 2 / √(1 + u ^ 2) * Real.exp (-(m * r) * √(1 + u ^ 2))) = J
  field_simp

/-- For `m, r > 0` the propagator lies between `exp(-mr)/(4π²r²)` and the massless
propagator `1/(4π²r²)`. -/
theorem propagator_bounds {m r : ℝ} (hm : 0 < m) (hr : 0 < r) :
    Real.exp (-(m * r)) / (4 * π ^ 2 * r ^ 2) ≤ propagator m r ∧
      propagator m r ≤ 1 / (4 * π ^ 2 * r ^ 2) := by
  have hpi := Real.pi_pos
  have hc : 0 < 4 * π ^ 2 * r ^ 2 := by positivity
  have h : 4 * π ^ 2 * r ^ 2 * propagator m r = m * r * besselIntegral (m * r) := by
    unfold propagator
    field_simp
  obtain ⟨h1, h2⟩ := bessel_bounds (mul_pos hm hr)
  rw [← h] at h1 h2
  rw [div_le_iff₀ hc, le_div_iff₀ hc]
  constructor <;> linarith

/-- Short distances: for `m > 0`, `r²` times the propagator tends to `1/(4π²)` as `r`
tends to zero from above. -/
theorem short_distance {m : ℝ} (hm : 0 < m) :
    Tendsto (fun r => r ^ 2 * propagator m r) (𝓝[>] 0) (𝓝 (1 / (4 * π ^ 2))) := by
  have hc : 0 < 4 * π ^ 2 := by have := Real.pi_pos; positivity
  have hl : Tendsto (fun r : ℝ => Real.exp (-(m * r)) / (4 * π ^ 2)) (𝓝[>] 0)
      (𝓝 (1 / (4 * π ^ 2))) := by
    have h : Continuous fun r : ℝ => Real.exp (-(m * r)) / (4 * π ^ 2) := by fun_prop
    simpa using (h.tendsto 0).mono_left nhdsWithin_le_nhds
  refine tendsto_of_tendsto_of_tendsto_of_le_of_le' hl tendsto_const_nhds ?_ ?_
  · filter_upwards [self_mem_nhdsWithin] with r hr
    have hr' : 0 < r := hr
    have h := (propagator_bounds hm hr').1
    rw [div_le_iff₀ (by positivity)] at h
    rw [div_le_iff₀ hc]
    linarith
  · filter_upwards [self_mem_nhdsWithin] with r hr
    have hr' : 0 < r := hr
    have h := (propagator_bounds hm hr').2
    rw [le_div_iff₀ (by positivity)] at h
    rw [le_div_iff₀ hc]
    linarith

end

end MassivePropagator
```

```lean
#print axioms MassivePropagator.modeSum_eq_propagator
-- 'MassivePropagator.modeSum_eq_propagator' depends on axioms: [propext, Classical.choice, Quot.sound]
#print axioms MassivePropagator.short_distance
-- 'MassivePropagator.short_distance' depends on axioms: [propext, Classical.choice, Quot.sound]
```

The proofs use the inequalities above in the same roles. The lemma `le_energy` is $u\le\sqrt{1+u^2}$, true for every real $u$. In `integrable_bessel` it places the integrand below $e^{-xu}$, and `Integrable.mono'` concludes that the integral converges.

The theorem `bessel_bounds` is $e^{-x}\le x\,I(x)\le1$. Each half compares two integrands point by point with `setIntegral_mono_on`. The lower half first proves $\sqrt{1+u^2}\le1+u$ by squaring, and the upper half uses `le_energy` again. The integral of $e^{-xu}$ is evaluated by `integral_exp_mul_Ioi`, and multiplying through by $x$ leaves the stated form.

The lemma `mul_exp_le` is the estimate $f(u)\le\frac2xe^{-xu/2}$, obtained from `Real.add_one_le_exp`. It does two jobs in `bessel_by_parts`, the identity $xJ=I(x)$. In the step `hJ` it gives the integrability of the weighted integrand, and in `hlim` it makes the boundary term vanish at infinity. The step `hd` computes $f'(u)$ by the chain and product rules. The fundamental theorem of calculus on a half-line, `integral_Ioi_of_hasDerivAt_of_tendsto'`, then gives $\int_0^\infty f'(u)\,du=0$, which `integral_sub` splits into the two integrals.

In `modeSum_eq_propagator`, the substitution $k=mu$ is `integral_comp_mul_left_Ioi`, and `hpt` rewrites the integrand by pulling $m$ out of the square root. After `bessel_by_parts` has been applied, both sides contain the same integral. The tactic `generalize` names it `J`, and `field_simp` compares the prefactors.

The bounds on $G$ do not rely on the mode sum. In `propagator_bounds`, the step `h` is the identity $4\pi^2r^2G=mr\,I(mr)$, which carries `bessel_bounds` over to the propagator. Finally, `short_distance` squeezes $r^2G$ between $e^{-mr}/(4\pi^2)$ and the constant $1/(4\pi^2)$. The limit of the lower function comes from its continuity at $r=0$.

The upper bound is good at short distance but shows no exponential decay at long distance. A small change to the same argument supplies it. Use $\sqrt{1+u^2}\ge1$ for $u\le1$ and $\sqrt{1+u^2}\ge u$ for $u\ge1$; then

$$x\,I(x)\le x\left(e^{-x}+\frac{e^{-x}}{x}\right)=(1+x)\,e^{-x},$$

so $4\pi^2r^2G\le(1+mr)\,e^{-mr}$. This refinement is a derivation in prose only, with no theorem for it in the code. Together with the lower bound, it fixes the decay at large $r$ as $e^{-mr}$ up to a factor between $1$ and $1+mr$, apart from the common $1/(4\pi^2r^2)$.
